# Two equally weighted states with energy gaps ±1: a finite free energy at β = 2 and a divergent cumulant series

Suppose the free-energy difference between a reference and a target system is estimated from the cumulants of the energy gap, which is the target energy minus the reference energy of the same state, and higher cumulants are added in the hope of a better value. For two equally likely states with gaps 1 and −1 at β = 2, the logarithm of the exponential average is about 1.325. Truncating its cumulant series after orders 2, 4, 6, 8 and 10 gives about 2.00, 0.67, 2.09, 0.36 and 2.60. The cumulants here are known exactly, so better sampling would not help. The problems below trace the failure to a zero of the average at a complex β.

## The average and its power series

A reference system has finitely many states i, and p_i are their equilibrium probabilities at the temperature of interest. Switching to the target system changes the energy of state i by dU_i. At the temperature of interest T, with β = 1/(k_B T) and k_B the Boltzmann constant, the free-energy difference is −(1/β) ln A(β), where

A(β) = Σ_i p_i exp(−β dU_i).

The probabilities stay fixed while β varies in the series. For two degenerate reference states this is no restriction, since they are equally populated at every temperature. Energies are in some chosen unit and β in its inverse.

```lean
import Mathlib

open Filter
open scoped Topology

namespace CumulantSeriesDivergence

noncomputable section

variable {ι : Type*} [Fintype ι]
```

`expAverage` is A(β) for real β.

```lean
/-- The exponential average `<exp(-β dU)>` over finitely many states with weights `p`. -/
def expAverage (p dU : ι → ℝ) (β : ℝ) : ℝ :=
  ∑ i, p i * Real.exp (-β * dU i)
```

`complexAverage` is the same sum at a complex argument z, written A(z) below.

```lean
/-- The exponential average continued to complex inverse temperature `z`. -/
def complexAverage (p dU : ι → ℝ) (z : ℂ) : ℂ :=
  ∑ i, (p i : ℂ) * Complex.exp (-z * (dU i : ℂ))
```

The name `IsCumulantSeries` differs slightly from textbook use: it does not build the coefficients a_n from cumulants. It asks that Σ_n a_n βⁿ equal ln A(β) for all real β in some neighbourhood of zero. Since power-series coefficients are unique, this forces a_n = (−1)ⁿ κ_n / n! for n ≥ 1, where κ_n is the n-th cumulant of dU, and a_0 = 0.

```lean
/-- The power series with coefficients `a` sums to `ln <exp(-β dU)>` for all `β` near zero. -/
def IsCumulantSeries (p dU : ι → ℝ) (a : ℕ → ℝ) : Prop :=
  ∀ᶠ β in 𝓝 (0 : ℝ), HasSum (fun n => a n * β ^ n) (Real.log (expAverage p dU β))
```

`ConvergesAt` asks only that the partial sums, taken in order, have a finite limit. Its negation therefore rules out conditional convergence too.

```lean
/-- The partial sums of the power series with coefficients `a` have a finite limit at `β`. -/
def ConvergesAt (a : ℕ → ℝ) (β : ℝ) : Prop :=
  ∃ L : ℝ, Tendsto (fun N => ∑ n ∈ Finset.range N, a n * β ^ n) atTop (𝓝 L)
```

## (a) Positivity at real β

Let p_i ≥ 0 and Σ_i p_i = 1. Show that the logarithm has a positive argument at every real β:

A(β) > 0.

**Solution.** If no p_i were positive, the weights would sum to at most 0, not to 1. So some p_j > 0, and its term p_j exp(−β dU_j) is positive. All other terms are at least 0, hence the sum is positive.

Normalisation alone would not suffice. Weights 2 and −1 with gaps 0 and −1 give A(β) = 2 − exp(β), which vanishes at β = ln 2.

In Lean, `by_contra!` finds the positive weight and `Finset.sum_pos'` adds up the terms.

```lean
/-- For a probability distribution the exponential average is positive at every real `β`. -/
theorem expAverage_pos (p dU : ι → ℝ) (hp : ∀ i, 0 ≤ p i) (hsum : ∑ i, p i = 1) (β : ℝ) :
    0 < expAverage p dU β := by
  obtain ⟨i, hi⟩ : ∃ i, 0 < p i := by
    by_contra! h
    have : ∑ i, p i ≤ 0 := Finset.sum_nonpos fun i _ => h i
    linarith
  exact Finset.sum_pos' (fun j _ => mul_nonneg (hp j) (Real.exp_pos _).le)
    ⟨i, Finset.mem_univ i, mul_pos hi (Real.exp_pos _)⟩
```

## (b) Bounded terms exclude complex zeros

Let a_n be the coefficients of a cumulant series for a probability distribution, and suppose that at some real β all terms satisfy |a_n βⁿ| ≤ C. Show that

A(z) ≠ 0 for every complex z with |z| < |β|.

**Solution.** Choose s with |z| < s < |β|. For |w| < s,

|a_n wⁿ| ≤ |a_n| sⁿ = |a_n βⁿ| (s/|β|)ⁿ ≤ C (s/|β|)ⁿ.

The right-hand side is a convergent geometric series independent of w, so F(w) = Σ_n a_n wⁿ converges uniformly and is holomorphic on the disc |w| < s.

For real x near zero, F(x) = ln A(x). By (a) the logarithm can be undone:

exp F(x) = A(x).

Both sides are holomorphic on the disc, since A is a finite sum of exponentials. They agree at nonzero real points that accumulate at 0, so by the identity theorem they agree on the whole disc. In particular A(z) = exp F(z), and an exponential is never zero.

The Lean proof has the same stages: `hF` is the holomorphy of F, `hreal` the equality near zero on the real axis, `hlim` the accumulation of nonzero real points at 0, and `heq` the identity theorem.

```lean
/-- If the terms of a cumulant series of a probability distribution are bounded at `β`, the
complex exponential average has no zero in the open disc of radius `|β|`. -/
theorem complexAverage_ne_zero (p dU : ι → ℝ) (hp : ∀ i, 0 ≤ p i) (hsum : ∑ i, p i = 1)
    {a : ℕ → ℝ} (ha : IsCumulantSeries p dU a) {β C : ℝ} (hC : ∀ n, |a n * β ^ n| ≤ C)
    {z : ℂ} (hz : ‖z‖ < |β|) : complexAverage p dU z ≠ 0 := by
  obtain ⟨s, hzs, hsβ⟩ := exists_between hz
  have hs : 0 < s := (norm_nonneg z).trans_lt hzs
  have hβ : 0 < |β| := hs.trans hsβ
  have hu : Summable fun n : ℕ => C * (s / |β|) ^ n :=
    (summable_geometric_of_lt_one (by positivity) ((div_lt_one hβ).2 hsβ)).mul_left C
  -- a geometric bound makes the complex series holomorphic on the disc of radius s
  have hF : DifferentiableOn ℂ (fun w : ℂ => ∑' n : ℕ, (a n : ℂ) * w ^ n)
      (Metric.ball 0 s) := by
    refine Complex.differentiableOn_tsum_of_summable_norm hu
      (fun n => by fun_prop) Metric.isOpen_ball ?_
    intro n w hw
    have hw' : ‖w‖ ≤ s := (mem_ball_zero_iff.1 hw).le
    have hq : |β| * (s / |β|) = s := mul_div_cancel₀ s hβ.ne'
    rw [norm_mul, norm_pow, Complex.norm_real, Real.norm_eq_abs]
    calc |a n| * ‖w‖ ^ n ≤ |a n| * s ^ n := by gcongr
      _ = |a n * β ^ n| * (s / |β|) ^ n := by
        rw [abs_mul, abs_pow, mul_assoc, ← mul_pow, hq]
      _ ≤ C * (s / |β|) ^ n := mul_le_mul_of_nonneg_right (hC n) (by positivity)
  have hG : Differentiable ℂ (complexAverage p dU) := by
    unfold complexAverage
    fun_prop
  -- on the real axis near zero, the exponential of the series is the average
  have ha' : ∀ᶠ x : ℝ in 𝓝 0,
      HasSum (fun n => a n * x ^ n) (Real.log (expAverage p dU x)) := ha
  have hreal : ∀ᶠ x : ℝ in 𝓝 0,
      Complex.exp (∑' n : ℕ, (a n : ℂ) * (x : ℂ) ^ n) = complexAverage p dU (x : ℂ) := by
    filter_upwards [ha'] with x hx
    have h : (∑' n : ℕ, (a n : ℂ) * (x : ℂ) ^ n) = ((∑' n : ℕ, a n * x ^ n : ℝ) : ℂ) := by
      rw [Complex.ofReal_tsum]
      exact tsum_congr fun n => by simp
    rw [h, hx.tsum_eq, ← Complex.ofReal_exp, Real.exp_log (expAverage_pos p dU hp hsum x)]
    simp [expAverage, complexAverage]
  have hlim : Tendsto (fun x : ℝ => (x : ℂ)) (𝓝[≠] 0) (𝓝[≠] 0) := by
    refine tendsto_nhdsWithin_iff.2
      ⟨(Complex.continuous_ofReal.tendsto' 0 0 (by simp)).mono_left nhdsWithin_le_nhds, ?_⟩
    filter_upwards [self_mem_nhdsWithin] with x hx
    simpa using hx
  -- the identity theorem carries the equality to the whole disc
  have heq := AnalyticOnNhd.eqOn_of_preconnected_of_frequently_eq
    (hF.cexp.analyticOnNhd Metric.isOpen_ball)
    (hG.differentiableOn.analyticOnNhd Metric.isOpen_ball)
    (convex_ball (0 : ℂ) s).isPreconnected (Metric.mem_ball_self hs)
    (hlim.frequently (hreal.filter_mono nhdsWithin_le_nhds).frequently)
  rw [← heq (mem_ball_zero_iff.2 hzs)]
  exact Complex.exp_ne_zero _
```

## (c) A complex zero forces divergence further out

Keep the distribution and series of (b), without the bound on the terms. Suppose A(z) = 0 for some complex z. Show that for every real β with |β| > |z|

S_N = Σ_{n<N} a_n βⁿ has no finite limit as N → ∞.

**Solution.** Suppose S_N → L. Then

a_N β^N = S_{N+1} − S_N → L − L = 0.

A sequence that tends to zero is bounded, so (b) applies and gives A(z) ≠ 0, a contradiction.

In Lean, `h0` is the limit of the terms, and `bddAbove_range` supplies the constant C.

The smallest case is a single state. There A(z) = exp(−z dU) has no zero, and ln A(β) = −β dU is a series with at most one nonzero term, which converges everywhere. Divergence by this route needs at least two states.

```lean
/-- If the complex exponential average of a probability distribution vanishes at `z`, every
cumulant series diverges at each real `β` with `|β| > |z|`. -/
theorem diverges_beyond_zero (p dU : ι → ℝ) (hp : ∀ i, 0 ≤ p i) (hsum : ∑ i, p i = 1)
    {a : ℕ → ℝ} (ha : IsCumulantSeries p dU a) {z : ℂ} (hz : complexAverage p dU z = 0)
    {β : ℝ} (hβ : ‖z‖ < |β|) : ¬ ConvergesAt a β := by
  rintro ⟨L, hL⟩
  -- the terms of a convergent series tend to zero, hence are bounded
  have h0 : Tendsto (fun n => a n * β ^ n) atTop (𝓝 0) := by
    have h := (hL.comp (tendsto_add_atTop_nat 1)).sub hL
    simpa [Function.comp_def, Finset.sum_range_succ] using h
  obtain ⟨C, hC⟩ := h0.abs.bddAbove_range
  exact complexAverage_ne_zero p dU hp hsum ha (fun n => hC (Set.mem_range_self n)) hβ hz
```

## (d) The average for gaps 1 and −1

Give two states the weight 1/2 each. Lean numbers them 0 and 1.

```lean
/-- Equal weights for two states. -/
def halfWeights : Fin 2 → ℝ := fun _ => 1 / 2
```

Their gaps are dU_0 = 1 and dU_1 = −1.

```lean
/-- The energy differences `1` and `-1` of the two states. -/
def unitGaps : Fin 2 → ℝ := ![1, -1]
```

Show that the average is a familiar function with no real zero:

A(β) = cosh β > 0.

**Solution.** Insert the values:

A(β) = ½ exp(−β) + ½ exp(β) = cosh β.

Both exponentials are positive. So ln A(β) = ln cosh β is finite and smooth at every real β: the function has no singularity on the real axis.

```lean
/-- For the two states `<exp(-β dU)> = cosh β`, which is positive at every real `β`. -/
theorem twoState_average (β : ℝ) :
    expAverage halfWeights unitGaps β = Real.cosh β ∧ 0 < Real.cosh β := by
  refine ⟨?_, Real.cosh_pos β⟩
  simp [expAverage, halfWeights, unitGaps, Fin.sum_univ_two, Real.cosh_eq]
  ring
```

## (e) Where the two-state series must fail

Show that every cumulant series of these two states diverges at each real β with

|β| > π/2.

**Solution.** The calculation in (d) holds for complex arguments as well, so A(z) = cosh z. On the imaginary axis

cosh(iπ/2) = cos(π/2) = 0.

This zero has modulus π/2, and (c) gives the claim.

The Lean proof calls `diverges_beyond_zero` with this z. The two remaining goals are that the average vanishes there and that |z| < |β|.

```lean
/-- Every cumulant series of the two states diverges at each real `β` with `|β| > π/2`. -/
theorem twoState_diverges {a : ℕ → ℝ} (ha : IsCumulantSeries halfWeights unitGaps a)
    {β : ℝ} (hβ : Real.pi / 2 < |β|) : ¬ ConvergesAt a β := by
  have hπ : 0 ≤ Real.pi / 2 := by positivity
  refine diverges_beyond_zero halfWeights unitGaps (fun i => by norm_num [halfWeights])
    (by norm_num [halfWeights, Fin.sum_univ_two]) ha
    (z := ((Real.pi / 2 : ℝ) : ℂ) * Complex.I) ?_ ?_
  · have h : ∀ z : ℂ, complexAverage halfWeights unitGaps z = Complex.cosh z := by
      intro z
      simp [complexAverage, halfWeights, unitGaps, Fin.sum_univ_two, Complex.cosh]
      ring
    rw [h, Complex.cosh_mul_I, ← Complex.ofReal_cos, Real.cos_pi_div_two, Complex.ofReal_zero]
  · rwa [norm_mul, Complex.norm_I, mul_one, Complex.norm_real, Real.norm_of_nonneg hπ]
```

## (f) Divergence at β = 2

Let a_n be any real coefficients whose power series agrees with ln cosh β near zero. Show that

Σ_n a_n 2ⁿ diverges.

**Solution.** Since π < 3.15, we have π/2 < 1.575 < 2, and (e) applies.

For this two-state distribution, then, the truncated cumulant sums at β = 2 do not approach any finite limit as more cumulants are added, although A(2) = cosh 2 is finite and positive. The result concerns these plain partial sums. It does not exclude methods that resum the same cumulants, such as Padé approximants.

```lean
/-- No real power series that agrees with `ln <exp(-β dU)>` of the two states near `β = 0`
converges at `β = 2`. -/
theorem twoState_diverges_at_two (a : ℕ → ℝ)
    (ha : IsCumulantSeries halfWeights unitGaps a) : ¬ ConvergesAt a 2 := by
  refine twoState_diverges ha ?_
  rw [abs_of_pos (by norm_num : (0 : ℝ) < 2)]
  linarith [Real.pi_lt_d2]
```

## (g) The exact radius of convergence

Show that the two states do have a cumulant series, that it diverges for |β| > π/2, and that

Σ_n a_n βⁿ = ln cosh β for |β| < π/2.

**Solution.** Write z = x + iy with |z| < π/2. Then |y| < π/2, and

Re cosh z = cosh x cos y > 0.

So cosh z stays in the right half-plane, where the principal logarithm is holomorphic. Hence log cosh z is holomorphic on the disc, and its Taylor series Σ_n c_n zⁿ converges to it there.

Set a_n = Re c_n. For real β the factor βⁿ is real, so taking real parts gives

Σ_n a_n βⁿ = Re log cosh β = ln cosh β.

By (d) this is ln A(β), so the a_n form a cumulant series, and (e) gives divergence for |β| > π/2. Parts (e) and (f) therefore speak about a series that exists. The case |β| = π/2 is left undecided.

In Lean, `hd` is the holomorphy of log cosh z, `key` the sum after taking real parts, and `ha` the agreement with ln A(β) near zero.

In a classical molecular simulation, dU usually has a continuous distribution. The finite sum then becomes an integral, and carrying the argument over would need conditions on that integral which the theorems here do not supply.

```lean
/-- The two states have a cumulant series that sums to `ln cosh β` whenever `|β| < π/2` and
diverges whenever `|β| > π/2`. -/
theorem twoState_radius : ∃ a : ℕ → ℝ, IsCumulantSeries halfWeights unitGaps a ∧
    (∀ β : ℝ, |β| < Real.pi / 2 →
      HasSum (fun n => a n * β ^ n) (Real.log (Real.cosh β))) ∧
    ∀ β : ℝ, Real.pi / 2 < |β| → ¬ ConvergesAt a β := by
  -- cosh has positive real part on the disc, so its logarithm is holomorphic there
  have hd : DifferentiableOn ℂ (fun z => Complex.log (Complex.cosh z))
      (Metric.ball 0 (Real.pi / 2)) := by
    intro z hz
    have him := abs_lt.1 ((Complex.abs_im_le_norm z).trans_lt (mem_ball_zero_iff.1 hz))
    have hre : (Complex.cosh z).re = Real.cosh z.re * Real.cos z.im := by
      rw [Complex.cosh, Real.cosh_eq]
      simp [Complex.exp_re]
      ring
    have hpos : 0 < (Complex.cosh z).re := by
      rw [hre]
      exact mul_pos (Real.cosh_pos _) (Real.cos_pos_of_mem_Ioo ⟨by linarith [him.1], him.2⟩)
    exact (Complex.differentiable_cosh z).differentiableWithinAt.clog
      (Complex.mem_slitPlane_iff.2 (Or.inl hpos))
  let d : ℕ → ℂ := fun n => iteratedDeriv n (fun z => Complex.log (Complex.cosh z)) 0
  let a : ℕ → ℝ := fun n => ((n.factorial : ℂ)⁻¹ * d n).re
  -- real parts of the Taylor coefficients give the real series
  have key : ∀ β : ℝ, |β| < Real.pi / 2 →
      HasSum (fun n => a n * β ^ n) (Real.log (Real.cosh β)) := by
    intro β hβ
    have hmem : (β : ℂ) ∈ Metric.ball (0 : ℂ) (Real.pi / 2) := by
      rwa [mem_ball_zero_iff, Complex.norm_real, Real.norm_eq_abs]
    have h := Complex.reCLM.hasSum (Complex.hasSum_taylorSeries_on_ball hd hmem)
    convert h using 1
    · funext n
      change ((n.factorial : ℂ)⁻¹ * d n).re * β ^ n =
        ((n.factorial : ℂ)⁻¹ * (((β : ℂ) - 0) ^ n * d n)).re
      have e : (n.factorial : ℂ)⁻¹ * (((β : ℂ) - 0) ^ n * d n) =
          ((β ^ n : ℝ) : ℂ) * ((n.factorial : ℂ)⁻¹ * d n) := by
        rw [sub_zero, Complex.ofReal_pow]
        ring
      rw [e, Complex.re_ofReal_mul, mul_comm]
    · change _ = (Complex.log (Complex.cosh (β : ℂ))).re
      rw [← Complex.ofReal_cosh, ← Complex.ofReal_log (Real.cosh_pos β).le, Complex.ofReal_re]
  have ha : IsCumulantSeries halfWeights unitGaps a := by
    have hπ : 0 < Real.pi / 2 := by positivity
    filter_upwards [Metric.ball_mem_nhds (0 : ℝ) hπ] with β hβ
    rw [mem_ball_zero_iff, Real.norm_eq_abs] at hβ
    rw [(twoState_average β).1]
    exact key β hβ
  exact ⟨a, ha, key, fun β hβ => twoState_diverges ha hβ⟩

end

end CumulantSeriesDivergence
```

```lean
#print axioms CumulantSeriesDivergence.twoState_diverges
#print axioms CumulantSeriesDivergence.twoState_diverges_at_two
#print axioms CumulantSeriesDivergence.twoState_radius
```

```
'CumulantSeriesDivergence.twoState_diverges' depends on axioms: [propext, Classical.choice, Quot.sound]
'CumulantSeriesDivergence.twoState_diverges_at_two' depends on axioms: [propext, Classical.choice, Quot.sound]
'CumulantSeriesDivergence.twoState_radius' depends on axioms: [propext, Classical.choice, Quot.sound]
```
